# On n levels with T² = e = ±1, there are n(n − e)/2 independent time-odd observables

When an effective Hamiltonian is fitted to n levels in a weak magnetic field, each field component multiplies a Hermitian matrix that must change sign under time reversal. The question here is how many independent real parameters that matrix holds. Degenerate states are counted as separate levels. If the levels are closed under time reversal T, and T² = e on all of them with e = 1 or e = −1, the answer is n(n − e)/2. A Kramers doublet (n = 2, e = −1) has three parameters per field component, and a time-reversal-invariant pair with e = 1 has one. Spatial symmetry may reduce these numbers further.

In an orthonormal basis, T v = U conj(v) with U a unitary matrix, and

T² = U conj(U) = e·1.

Here e is a sign, not a charge. That the levels chosen in a real molecule or crystal are closed under T has to be established separately. The counter-examples given with the hypotheses are pencil arithmetic, separate from the Lean theorems.

## Hermitian matrices over the real numbers

Observables are Hermitian, and only real multiples of a Hermitian matrix are Hermitian in general. The count is therefore a real dimension. In Lean, `n` is a finite index type, the number of levels is `Fintype.card n`, and `cconj` is entrywise conjugation. Time reversal of an operator, called `reverse U`, is

Θ(A) = U conj(A) U†.

```lean
import Mathlib

open Matrix ComplexConjugate

namespace TimeOddObservables

noncomputable section

variable {n : Type*} [Fintype n] [DecidableEq n]

/-- Entrywise complex conjugation of a matrix, as a real-linear map. -/
def cconj : Matrix n n ℂ →ₗ[ℝ] Matrix n n ℂ where
  toFun A := A.map (starRingEnd ℂ)
  map_add' A B := by ext i j : 1; simp
  map_smul' r A := by ext i j : 1; simp

/-- Time reversal of an operator, `A ↦ U conj(A) U†`. -/
def reverse (U : Matrix n n ℂ) : Matrix n n ℂ →ₗ[ℝ] Matrix n n ℂ where
  toFun A := U * cconj A * Uᴴ
  map_add' A B := by rw [map_add, mul_add, add_mul]
  map_smul' r A := by
    rw [map_smul, Matrix.mul_smul, Matrix.smul_mul, RingHom.id_apply]
```

The space `observables U s` contains the Hermitian A with U conj(A) = s A U. The value s = 1 gives the time-even observables and s = −1 the time-odd ones. The remaining fields of the definition check that the space contains zero and is closed under addition and real scaling.

```lean
/-- The real vector space of Hermitian `A` with `U conj(A) = s A U`:
time-even observables for `s = 1`, time-odd observables for `s = -1`. -/
def observables (U : Matrix n n ℂ) (s : ℝ) : Submodule ℝ (Matrix n n ℂ) where
  carrier := {A | A.IsHermitian ∧ U * cconj A = s • (A * U)}
  add_mem' := by
    rintro A B ⟨hA, hA'⟩ ⟨hB, hB'⟩
    refine ⟨hA.add hB, ?_⟩
    rw [map_add, mul_add, hA', hB', add_mul, smul_add]
  zero_mem' := ⟨Matrix.isHermitian_zero, by simp⟩
  smul_mem' := by
    rintro r A ⟨hA, hA'⟩
    refine ⟨?_, ?_⟩
    · change (r • A)ᴴ = r • A
      rw [conjTranspose_smul, hA.eq, star_trivial]
    · rw [map_smul, Matrix.mul_smul, hA', Matrix.smul_mul, smul_comm]
```

Without Hermiticity, multiplication by i would exchange even and odd matrices. Each kind would then have real dimension n², whatever the sign e.

## Unitary U: time reversal preserves overlaps up to conjugation

Unitarity of U makes T antiunitary, so transition probabilities are unchanged. In the derivation it turns the defining relation into an eigenvalue equation. Multiplying U conj(A) = s A U on the right by U† gives

Θ(A) = s A,

and multiplying by U on the right leads back. The lemma does the same, with `h1` and `h2` supplying U U† = 1 and U† U = 1.

```lean
/-- For unitary `U`, the observables of parity `s` are the Hermitian matrices that
time reversal multiplies by `s`. -/
theorem mem_observables_iff {U A : Matrix n n ℂ} {s : ℝ} (hU : U ∈ unitaryGroup n ℂ) :
    A ∈ observables U s ↔ A.IsHermitian ∧ reverse U A = s • A := by
  have h1 : U * Uᴴ = 1 := mem_unitaryGroup_iff.mp hU
  have h2 : Uᴴ * U = 1 := mem_unitaryGroup_iff'.mp hU
  constructor
  · rintro ⟨hA, h⟩
    refine ⟨hA, ?_⟩
    change U * cconj A * Uᴴ = s • A
    rw [h, Matrix.smul_mul, mul_assoc, h1, mul_one]
  · rintro ⟨hA, h⟩
    refine ⟨hA, ?_⟩
    change U * cconj A * Uᴴ = s • A at h
    rw [← Matrix.smul_mul, ← h, mul_assoc, h2, mul_one]
```

The relation U conj(U) = −1 alone is not enough for the count. The matrix U with rows (0, 2) and (−1/2, 0) satisfies it without being unitary, and its only time-odd Hermitian matrices are the real multiples of σ_z: one dimension instead of three.

## T² is the same sign on every level

Physically, e = −1 holds for an odd number of electrons with spin, and e = 1 for an even number. The first use of this hypothesis is that two reversals restore every operator:

Θ(Θ(A)) = U conj(U) A conj(U†) U† = e·A·e = A,

because conj(U†) U† = (U conj(U))† = e·1. In the proof, `h'` is this adjoint relation, and the last line of the `calc` block inserts e = ±1.

```lean
/-- If `U conj(U) = e` with `e = 1` or `e = -1`, reversing time twice gives back
every operator. -/
theorem reverse_reverse {U : Matrix n n ℂ} {e : ℝ} (h : U * cconj U = e • 1)
    (he : e = 1 ∨ e = -1) (A : Matrix n n ℂ) : reverse U (reverse U A) = A := by
  have h' : cconj Uᴴ * Uᴴ = e • 1 := by
    have t := congrArg conjTranspose h
    rw [conjTranspose_mul, conjTranspose_smul, conjTranspose_one, star_trivial] at t
    have k : (cconj U)ᴴ = cconj Uᴴ := by ext i j : 1; simp [cconj]
    rw [← k]
    exact t
  have m : ∀ X Y : Matrix n n ℂ, cconj (X * Y) = cconj X * cconj Y :=
    fun X Y => Matrix.map_mul (f := starRingEnd ℂ)
  have c : cconj (cconj A) = A := by ext i j : 1; simp [cconj]
  calc reverse U (reverse U A) = U * cconj (U * cconj A * Uᴴ) * Uᴴ := rfl
    _ = (U * cconj U) * A * (cconj Uᴴ * Uᴴ) := by
      rw [m, m, c]; simp only [mul_assoc]
    _ = A := by rw [h, h']; rcases he with rfl | rfl <;> simp
```

If T² differs between levels, the formula can fail. Take two spinless levels together with one spin-half doublet, so that T² = diag(1, 1, −1, −1). No time-odd observable couples the two sectors, and there are 1 + 3 = 4 in total, whereas n(n − e)/2 would give 6 or 10.

The separate assumption e = ±1 restricts nothing for unitary U and n ≥ 1: U conj(U) is then unitary, so a real e must have modulus one.

## Parity s = ±1 gives a projector

Time reversal also respects the adjoint, Θ(A†) = Θ(A)†, so it maps observables to observables.

```lean
/-- Time reversal commutes with taking the adjoint. -/
theorem reverse_conjTranspose (U A : Matrix n n ℂ) :
    reverse U Aᴴ = (reverse U A)ᴴ := by
  have k : (cconj A)ᴴ = cconj Aᴴ := by ext i j : 1; simp [cconj]
  change U * cconj Aᴴ * Uᴴ = (U * cconj A * Uᴴ)ᴴ
  rw [conjTranspose_mul, conjTranspose_mul, conjTranspose_conjTranspose, mul_assoc, k]
```

The dimension will be found as the trace of a projector. For a real-linear map on complex matrices, the trace is a sum over the basis E_ij, i E_ij, where the factor i is the imaginary unit and E_ij has a single entry 1, in row i and column j: take the real part of the (i, j) entry of the image of E_ij, add the imaginary part of the (i, j) entry of the image of i E_ij, and sum over i and j. In the proof the letter `E` is the map from a matrix to its real and imaginary parts, while E_ij is `Matrix.single i j 1`.

```lean
/-- The trace of a real-linear map on complex matrices, computed in the real basis
`E_ij`, `i E_ij`. -/
theorem trace_eq_sum (f : Matrix n n ℂ →ₗ[ℝ] Matrix n n ℂ) :
    LinearMap.trace ℝ _ f = ∑ i, ∑ j, ((f (Matrix.single i j 1) i j).re +
      (f (Matrix.single i j Complex.I) i j).im) := by
  let E : Matrix n n ℂ ≃ₗ[ℝ] ((n × n) ⊕ (n × n) → ℝ) :=
    { toFun := fun A => Sum.elim (fun p => (A p.1 p.2).re) (fun p => (A p.1 p.2).im)
      invFun := fun v => Matrix.of fun i j => ⟨v (.inl (i, j)), v (.inr (i, j))⟩
      map_add' := by intro A B; funext p; rcases p with p | p <;> simp
      map_smul' := by intro r A; funext p; rcases p with p | p <;> simp
      left_inv := fun A => rfl
      right_inv := fun v => by funext p; rcases p with p | p <;> rfl }
  have h1 : ∀ i j, E.symm (Pi.single (.inl (i, j)) 1) = Matrix.single i j 1 := by
    intro i j
    ext k l : 1
    apply Complex.ext
    · change (Pi.single (.inl (i, j)) 1 : (n × n) ⊕ (n × n) → ℝ) (.inl (k, l)) = _
      simp only [Pi.single_apply, Matrix.single_apply, Sum.inl.injEq, Prod.mk.injEq,
        @eq_comm _ k i, @eq_comm _ l j]
      split_ifs <;> simp
    · change (Pi.single (.inl (i, j)) 1 : (n × n) ⊕ (n × n) → ℝ) (.inr (k, l)) = _
      simp only [Pi.single_apply, Matrix.single_apply, reduceCtorEq, if_false]
      split_ifs <;> simp
  have h2 : ∀ i j, E.symm (Pi.single (.inr (i, j)) 1) = Matrix.single i j Complex.I := by
    intro i j
    ext k l : 1
    apply Complex.ext
    · change (Pi.single (.inr (i, j)) 1 : (n × n) ⊕ (n × n) → ℝ) (.inl (k, l)) = _
      simp only [Pi.single_apply, Matrix.single_apply, reduceCtorEq, if_false]
      split_ifs <;> simp
    · change (Pi.single (.inr (i, j)) 1 : (n × n) ⊕ (n × n) → ℝ) (.inr (k, l)) = _
      simp only [Pi.single_apply, Matrix.single_apply, Sum.inr.injEq, Prod.mk.injEq,
        @eq_comm _ k i, @eq_comm _ l j]
      split_ifs <;> simp
  calc LinearMap.trace ℝ _ f = ∑ x, E (f (E.symm (Pi.single x 1))) x := by
        rw [LinearMap.trace_eq_matrix_trace ℝ (Module.Basis.ofEquivFun E) f, Matrix.trace]
        refine Finset.sum_congr rfl fun x _ => ?_
        rw [Matrix.diag_apply, LinearMap.toMatrix_apply,
          Module.Basis.ofEquivFun_repr_apply, Module.Basis.coe_ofEquivFun]
    _ = _ := by
        simp only [Fintype.sum_sum_type, Fintype.sum_prod_type, h1, h2,
          Finset.sum_add_distrib]
        rfl
```

With H = A + A†, the projector is

P(A) = (H + s Θ(H))/4.

```lean
/-- The map that averages an operator with its adjoint and, weighted by `s`, with the
time reverses of both. -/
def parityProjector (U : Matrix n n ℂ) (s : ℝ) : Matrix n n ℂ →ₗ[ℝ] Matrix n n ℂ where
  toFun A := (1 / 4 : ℝ) • (A + Aᴴ + s • reverse U (A + Aᴴ))
  map_add' A B := by simp only [conjTranspose_add, map_add]; module
  map_smul' r A := by
    simp only [conjTranspose_smul, star_trivial, map_add, map_smul, RingHom.id_apply]
    module
```

P(A) is Hermitian, and since s² = 1,

Θ(P(A)) = (Θ(H) + s H)/4 = s P(A).

If A already has parity s, then H = 2A and Θ(H) = 2sA, so P(A) = (2A + 2s²A)/4 = A. The two halves of the next proof are these two statements; splitting into s = 1 and s = −1 lets `module` finish the linear algebra.

```lean
/-- For unitary `U` with `U conj(U) = e`, and `e` and `s` each `1` or `-1`, this average
is a projector onto the observables of parity `s`. -/
theorem parityProjector_isProj {U : Matrix n n ℂ} {e s : ℝ} (hU : U ∈ unitaryGroup n ℂ)
    (h : U * cconj U = e • 1) (he : e = 1 ∨ e = -1) (hs : s = 1 ∨ s = -1) :
    LinearMap.IsProj (observables U s) (parityProjector U s) := by
  constructor
  · intro A
    rw [mem_observables_iff hU]
    constructor
    · change ((1 / 4 : ℝ) • (A + Aᴴ + s • reverse U (A + Aᴴ)))ᴴ =
        (1 / 4 : ℝ) • (A + Aᴴ + s • reverse U (A + Aᴴ))
      simp only [conjTranspose_smul, conjTranspose_add, star_trivial,
        ← reverse_conjTranspose, conjTranspose_conjTranspose, map_add]
      module
    · change reverse U ((1 / 4 : ℝ) • (A + Aᴴ + s • reverse U (A + Aᴴ))) =
        s • (1 / 4 : ℝ) • (A + Aᴴ + s • reverse U (A + Aᴴ))
      simp only [map_smul, map_add, reverse_reverse h he]
      rcases hs with rfl | rfl <;> module
  · intro A hA
    obtain ⟨hH, hR⟩ := (mem_observables_iff hU).1 hA
    change (1 / 4 : ℝ) • (A + Aᴴ + s • reverse U (A + Aᴴ)) = A
    rw [hH.eq, map_add, hR]
    rcases hs with rfl | rfl <;> module
```

For any other real s the space is zero, because Θ(Θ(A)) = A forces s² = 1 for nonzero A. The formula n(n + s e)/2 would then generally be wrong.

## The trace brings in T² a second time

For a complex number z, the (i, j) entry of P(z E_ij) is

¼ [z + δ_ij conj(z) + s U_ii conj(U_jj) conj(z) + s U_ij conj(U_ji) z].

Now add the real part at z = 1 to the imaginary part at z = i. A term c·conj(z) contributes Re c − Re c = 0, and a term c·z contributes 2 Re c. What remains is

½ [1 + s Re(U_ij conj(U_ji))].

Summing over j uses Σ_j U_ij conj(U_ji) = (U conj(U))_ii = e, and summing over i gives

dim = n²/2 + s n e/2 = n(n + s e)/2.

In the proof, `R` and `D` give the entries of the reversed and adjoint matrices, `F` is the entry of P(z E_ij) above with `d` for δ_ij, `key` is the cancellation, and `row` is the sum that yields e.

```lean
/-- For unitary `U` with `U conj(U) = e`, and `e` and `s` each `1` or `-1`, there are
`n(n + s e)/2` independent observables of parity `s`. -/
theorem finrank_observables {U : Matrix n n ℂ} {e s : ℝ} (hU : U ∈ unitaryGroup n ℂ)
    (h : U * cconj U = e • 1) (he : e = 1 ∨ e = -1) (hs : s = 1 ∨ s = -1) :
    (Module.finrank ℝ (observables U s) : ℝ) =
      Fintype.card n * (Fintype.card n + s * e) / 2 := by
  rw [← (parityProjector_isProj hU h he hs).trace, trace_eq_sum]
  have R : ∀ k l z i j, reverse U (Matrix.single k l z) i j =
      U i k * conj z * conj (U j l) := by
    intro k l z i j
    have c : cconj (Matrix.single k l z) = Matrix.single k l (conj z) := by
      ext a b : 1
      change conj (Matrix.single k l z a b) = _
      simp only [Matrix.single_apply]
      split_ifs <;> simp
    change (U * cconj (Matrix.single k l z) * Uᴴ) i j = _
    rw [c]
    simp [Matrix.mul_apply, Matrix.single_apply, ite_and]
  have D : ∀ (k l : n) (z : ℂ), (Matrix.single k l z)ᴴ = Matrix.single l k (conj z) := by
    intro k l z
    ext a b : 1
    by_cases h1 : k = b <;> by_cases h2 : l = a <;> simp [h1, h2]
  -- the antilinear parts cancel between the directions `E_ij` and `i E_ij`
  have key : ∀ i j, (parityProjector U s (Matrix.single i j 1) i j).re +
      (parityProjector U s (Matrix.single i j Complex.I) i j).im =
      (1 + s * (U i j * conj (U j i)).re) / 2 := by
    intro i j
    obtain ⟨d, hd⟩ : ∃ d : ℝ, ∀ w : ℂ, Matrix.single j i w i j = (d : ℂ) * w := by
      by_cases hij : i = j
      · exact ⟨1, fun w => by simp [hij]⟩
      · exact ⟨0, fun w => by simp [hij]⟩
    have F : ∀ z : ℂ, parityProjector U s (Matrix.single i j z) i j =
        (1 / 4 : ℝ) • (z + d * conj z + s • (U i i * conj z * conj (U j j) +
          U i j * z * conj (U j i))) := by
      intro z
      have hz : Matrix.single i j z i j = z := by simp
      change ((1 / 4 : ℝ) • (Matrix.single i j z + (Matrix.single i j z)ᴴ +
        s • reverse U (Matrix.single i j z + (Matrix.single i j z)ᴴ))) i j = _
      rw [D, map_add]
      simp only [Matrix.smul_apply, Matrix.add_apply, R, hz, hd, Complex.conj_conj]
    rw [F, F]
    simp only [Complex.smul_re, Complex.smul_im, smul_eq_mul, Complex.add_re,
      Complex.add_im, Complex.mul_re, Complex.mul_im, Complex.conj_re, Complex.conj_im,
      Complex.I_re, Complex.I_im, Complex.one_re, Complex.one_im, Complex.ofReal_re,
      Complex.ofReal_im]
    ring
  -- each diagonal entry of `U conj(U)` has real part `e`
  have row : ∀ i, ∑ j, (U i j * conj (U j i)).re = e := by
    intro i
    have t := congrArg Complex.re (congrFun (congrFun h i) i)
    rw [Matrix.mul_apply, Complex.re_sum] at t
    have r : ((e • (1 : Matrix n n ℂ)) i i).re = e := by simp
    exact t.trans r
  have inner_sum : ∀ i, ∑ j, (1 + s * (U i j * conj (U j i)).re) / 2 =
      ((Fintype.card n : ℝ) + s * e) / 2 := by
    intro i
    rw [← Finset.sum_div, Finset.sum_add_distrib, ← Finset.mul_sum, row]
    simp
  simp only [key, inner_sum, Finset.sum_const, Finset.card_univ, nsmul_eq_mul]
  ring
```

Setting s = −1 gives the count of time-odd observables. `Module.finrank` is the real dimension, a natural number read here as a real one so that it can be compared with the fraction.

```lean
/-- For unitary `U` with `U conj(U) = e`, `e = 1` or `e = -1`, there are `n(n - e)/2`
independent time-odd observables. -/
theorem finrank_timeOdd {U : Matrix n n ℂ} {e : ℝ} (hU : U ∈ unitaryGroup n ℂ)
    (h : U * cconj U = e • 1) (he : e = 1 ∨ e = -1) :
    (Module.finrank ℝ (observables U (-1)) : ℝ) =
      Fintype.card n * (Fintype.card n - e) / 2 := by
  rw [finrank_observables hU h he (Or.inr rfl)]
  ring
```

## Spin one half: three Pauli matrices

For a single spin one half, U = iσ_y is unitary and U conj(U) = −1, so the hypotheses are met with e = −1 and the count is 3.

```lean
/-- The matrix `U = i σ_y` of time reversal for a spin one half. -/
def spinHalf : Matrix (Fin 2) (Fin 2) ℂ := !![0, 1; -1, 0]

/-- The spin-one-half matrix `i σ_y` is unitary and satisfies `U conj(U) = -1`. -/
theorem spinHalf_witness : spinHalf ∈ unitaryGroup (Fin 2) ℂ ∧
    spinHalf * cconj spinHalf = (-1 : ℝ) • 1 := by
  constructor
  · rw [mem_unitaryGroup_iff, Matrix.star_eq_conjTranspose]
    ext i j : 1
    fin_cases i <;> fin_cases j <;> simp [spinHalf, Matrix.mul_apply, Fin.sum_univ_succ]
  · ext i j : 1
    fin_cases i <;> fin_cases j <;>
      simp [spinHalf, cconj, Matrix.mul_apply, Fin.sum_univ_succ]
```

The last theorem identifies the space: its members are exactly x σ_x + y σ_y + z σ_z with real x, y, z. Hermiticity makes the diagonal real and ties the off-diagonal entries together. The time-odd relation at row 0, column 1 gives conj(A_11) = −A_00, which removes the identity component. The converse is checked entry by entry.

```lean
/-- The time-odd observables of a spin one half are exactly the real combinations
`x σ_x + y σ_y + z σ_z` of the Pauli matrices. -/
theorem spinHalf_timeOdd_iff (A : Matrix (Fin 2) (Fin 2) ℂ) :
    A ∈ observables spinHalf (-1) ↔ ∃ x y z : ℝ,
      A = !![(z : ℂ), x - y * Complex.I; x + y * Complex.I, -z] := by
  constructor
  · rintro ⟨hA, h⟩
    have k : conj (A 1 1) = -A 0 0 := by
      simpa [spinHalf, cconj, Matrix.mul_apply, Fin.sum_univ_succ] using
        congrFun (congrFun h 0) 1
    have e00 : A 0 0 = ((A 0 0).re : ℂ) := (Complex.conj_eq_iff_re.1 (hA.apply 0 0)).symm
    have e01 : A 0 1 = (A 1 0).re - (A 1 0).im * Complex.I := by
      rw [← hA.apply 0 1]
      apply Complex.ext <;> simp
    have e11 : A 1 1 = -((A 0 0).re : ℂ) :=
      (hA.apply 1 1).symm.trans (k.trans (congrArg Neg.neg e00))
    refine ⟨(A 1 0).re, (A 1 0).im, (A 0 0).re, ?_⟩
    ext i j : 1
    fin_cases i <;> fin_cases j
    exacts [e00, e01, (Complex.re_add_im _).symm, e11]
  · rintro ⟨x, y, z, rfl⟩
    refine ⟨?_, ?_⟩
    · ext i j : 1
      fin_cases i <;> fin_cases j <;> apply Complex.ext <;> simp
    · ext i j : 1
      fin_cases i <;> fin_cases j <;> apply Complex.ext <;>
        simp [spinHalf, cconj, Matrix.mul_apply, Fin.sum_univ_succ]

end

end TimeOddObservables
```

```lean
#print axioms TimeOddObservables.finrank_timeOdd
#print axioms TimeOddObservables.spinHalf_timeOdd_iff
```

```
'TimeOddObservables.finrank_timeOdd' depends on axioms: [propext, Classical.choice, Quot.sound]
'TimeOddObservables.spinHalf_timeOdd_iff' depends on axioms: [propext, Classical.choice, Quot.sound]
```
